# Dense and dilute limits of the ground energy of $T+rV$ for finite Hermitian matrices

After a density scan of a small jellium cell by exact diagonalization, the two ends of the energy curve, once rescaled by powers of the density parameter, can be checked against two numbers computed separately: the least eigenvalue of the kinetic matrix and the least eigenvalue of the interaction matrix. The check rests on two limits. Two further bounds say how far the expectation values of the kinetic and interaction matrices in the ground state can lie above those two numbers.

## Two limits and two ground-state bounds

Let $T$ and $V$ be Hermitian complex matrices of the same nonzero finite size, and let $r$ be a real coupling. Write $E(A)$ for the least eigenvalue of a Hermitian matrix $A$, $E_{\max}(A)=-E(-A)$ for the greatest, and $W(A)=E_{\max}(A)-E(A)$ for the spectral width. Then

$$E(T+rV)\to E(T)\quad(r\to0^+),\qquad \frac{E(T+rV)}{r}\to E(V)\quad(r\to\infty).$$

For a normalized ground state $\psi$ of $T+rV$, with $\langle A\rangle=\langle\psi,A\psi\rangle$,

$$\langle T\rangle\le E(T)+r\,W(V)\quad(r\ge0),\qquad \langle V\rangle\le E(V)+\frac{W(T)}{r}\quad(r>0).$$

The second limit is the sense in which the dilute gas is dominated by the interaction: on the energy scale $r$, only $V$ remains. If $E(V)=0$, it says only that the ratio tends to zero; the inequalities derived below then keep the ground energy itself between $E(T)$ and $E_{\max}(T)$ for every $r>0$.

## Where a density scan uses them

Measure lengths in units of $r_s$ bohr, where $r_s$ is the usual density parameter, and energies in hartree. The jellium Hamiltonian is then $r_s^{-2}(T+r_sV)$. For a fixed number of electrons and a fixed set of plane waves labelled by integer vectors, $T$ and $V$ do not depend on $r_s$, so a code can build them once and scan $r=r_s$.

If $E_{\text{tot}}$ is the total energy in hartree, then $r_s^2E_{\text{tot}}$ must approach $E(T)$ at high density, and $r_sE_{\text{tot}}$ must approach $E(V)$ at low density. In a basis of plane-wave determinants $T$ is diagonal, so $E(T)$ and $W(T)$ can be read off. The bound on $\langle V\rangle$ can then be tested at any single $r_s>0$, without extrapolation. A violation larger than the rounding and solver tolerances signals an error somewhere, for example a wrong power of $r_s$, a matrix that is not Hermitian, a wrong value of $E(V)$, or a vector that is not a normalized ground state.

## From the variational principle to the limits

**Variational principle.** Expand a normalized $\psi$ in orthonormal eigenvectors of $A$, with coefficients $c_i$ and eigenvalues $a_i$. Then
$$\langle\psi,A\psi\rangle-E(A)=\sum_i|c_i|^2\,(a_i-E(A))\ge0.$$

**Sums.** Let $\psi$ be a normalized ground state of $A+B$. Then
$$E(A+B)=\langle A\rangle+\langle B\rangle\ge E(A)+E(B).$$
The same inequality for the pair $A+B$ and $-B$ reads $E(A+B)+E(-B)\le E(A)$, so
$$E(A)+E(B)\le E(A+B)\le E(A)+E_{\max}(B).$$

**Scaling.** Let $r\ge0$. A ground state of $A$, used as a trial state for $rA$, gives $E(rA)\le rE(A)$. A ground state $\varphi$ of $rA$ gives $E(rA)=r\langle\varphi,A\varphi\rangle\ge rE(A)$. Hence $E(rA)=rE(A)$.

**Dense limit.** With $A=T$ and $B=rV$,
$$E(T)+rE(V)\le E(T+rV)\le E(T)+rE_{\max}(V).$$
Both outer expressions tend to $E(T)$ as $r\to0^+$.

**Dilute limit.** For $r>0$, scaling by $1/r$ gives
$$\frac{E(T+rV)}{r}=E\!\left(V+\tfrac1r T\right).$$
As $r\to\infty$ the coupling $1/r$ tends to $0^+$, and the dense limit with $T$ and $V$ exchanged gives $E(V)$.

**Ground-state expectation values.** In a ground state of $T+rV$, the upper bound on the energy and the variational principle for $V$ give
$$\langle T\rangle+rE(V)\le\langle T\rangle+r\langle V\rangle=E(T+rV)\le E(T)+rE_{\max}(V),$$
which is the kinetic bound. With the roles exchanged,
$$E(T)+r\langle V\rangle\le E(T+rV)\le rE(V)+E_{\max}(T).$$
Subtracting $E(T)$ and dividing by $r>0$ gives the interaction bound.

## The Lean file and its vocabulary

```lean
import Mathlib

open Matrix Filter Topology
open scoped ComplexOrder

namespace JelliumCouplingLimits

noncomputable section

variable {n : Type*} [Fintype n]

/-- The real energies of `A`: numbers `e` with `A ψ = e ψ` for some nonzero state `ψ`. -/
def energies (A : Matrix n n ℂ) : Set ℝ :=
  {e | ∃ ψ : n → ℂ, ψ ≠ 0 ∧ A *ᵥ ψ = (e : ℂ) • ψ}

/-- The ground energy of `A`, the infimum of its real energies. -/
def groundEnergy (A : Matrix n n ℂ) : ℝ := sInf (energies A)

/-- The real number `Re ⟨ψ, A ψ⟩`; for Hermitian `A` and normalized `ψ` it is the expectation value
of `A` in the state `ψ`. -/
def expect (A : Matrix n n ℂ) (ψ : n → ℂ) : ℝ := (star ψ ⬝ᵥ A *ᵥ ψ).re

/-- A ground state of `A`: a normalized eigenvector at the ground energy. -/
def IsGroundState (A : Matrix n n ℂ) (ψ : n → ℂ) : Prop :=
  star ψ ⬝ᵥ ψ = 1 ∧ A *ᵥ ψ = (groundEnergy A : ℂ) • ψ

/-- The spectral width of a Hermitian matrix of nonzero size: its greatest minus its least
eigenvalue, the greatest being written as minus the ground energy of `-A`. -/
def spectralWidth (A : Matrix n n ℂ) : ℝ := -groundEnergy (-A) - groundEnergy A

private lemma expect_add (A B : Matrix n n ℂ) (ψ : n → ℂ) :
    expect (A + B) ψ = expect A ψ + expect B ψ := by
  simp only [expect, Matrix.add_mulVec, dotProduct_add, Complex.add_re]

private lemma expect_smul (r : ℝ) (A : Matrix n n ℂ) (ψ : n → ℂ) :
    expect (r • A) ψ = r * expect A ψ := by
  simp only [expect, Matrix.smul_mulVec, dotProduct_smul, Complex.smul_re, smul_eq_mul]

private lemma expect_ground {A : Matrix n n ℂ} {ψ : n → ℂ} (h : IsGroundState A ψ) :
    expect A ψ = groundEnergy A := by
  simp only [expect, h.2, dotProduct_smul, h.1, smul_eq_mul, mul_one, Complex.ofReal_re]

omit [Fintype n] in
private lemma herm_smul {A : Matrix n n ℂ} (hA : A.IsHermitian) (r : ℝ) :
    (r • A).IsHermitian := by
  unfold Matrix.IsHermitian
  rw [Matrix.conjTranspose_smul, star_trivial, hA.eq]

variable [DecidableEq n]

private lemma eigenvalue_mem {A : Matrix n n ℂ} (hA : A.IsHermitian) (i : n) :
    hA.eigenvalues i ∈ energies A := by
  refine ⟨(hA.eigenvectorBasis i).ofLp, fun h => ?_, ?_⟩
  · apply hA.eigenvectorBasis.orthonormal.ne_zero i
    ext j
    exact congrFun h j
  · rw [hA.mulVec_eigenvectorBasis i]
    ext j
    simp

variable [Nonempty n]

/-- The ground energy of a Hermitian matrix of nonzero size is its least eigenvalue. -/
theorem groundEnergy_isLeast {A : Matrix n n ℂ} (hA : A.IsHermitian) :
    IsLeast (energies A) (groundEnergy A) := by
  -- there are only finitely many energies, and at least one
  have hfin : (energies A).Finite := by
    refine (Set.finite_range hA.eigenvalues).subset ?_
    rintro e ⟨ψ, h0, h⟩
    rw [← hA.spectrum_real_eq_range_eigenvalues, spectrum.mem_iff,
      Matrix.isUnit_iff_isUnit_det, isUnit_iff_ne_zero, not_not]
    refine Matrix.exists_mulVec_eq_zero_iff.1 ⟨ψ, h0, ?_⟩
    rw [Matrix.sub_mulVec, h, Algebra.algebraMap_eq_smul_one, Matrix.smul_mulVec,
      Matrix.one_mulVec]
    ext j
    simp
  have hne : (energies A).Nonempty := ⟨_, eigenvalue_mem hA (Classical.arbitrary n)⟩
  exact ⟨hne.csInf_mem hfin, fun e he => csInf_le hfin.bddBelow he⟩

/-- Every Hermitian matrix of nonzero size has a normalized ground state. -/
theorem exists_groundState {A : Matrix n n ℂ} (hA : A.IsHermitian) :
    ∃ ψ, IsGroundState A ψ := by
  obtain ⟨ψ, h0, h⟩ := (groundEnergy_isLeast hA).1
  obtain ⟨i, hi⟩ := Function.ne_iff.1 h0
  have hs : 0 < ∑ i, Complex.normSq (ψ i) :=
    Finset.sum_pos' (fun i _ => Complex.normSq_nonneg _)
      ⟨i, Finset.mem_univ i, Complex.normSq_pos.2 hi⟩
  have hN : star ψ ⬝ᵥ ψ = ((∑ i, Complex.normSq (ψ i) : ℝ) : ℂ) := by
    simp [dotProduct, Complex.normSq_eq_conj_mul_self]
  -- divide by the norm `t`
  obtain ⟨t, ht, hts⟩ : ∃ t : ℝ, 0 < t ∧ t * t = ∑ i, Complex.normSq (ψ i) :=
    ⟨_, Real.sqrt_pos.2 hs, Real.mul_self_sqrt hs.le⟩
  have htc : (t : ℂ) ≠ 0 := Complex.ofReal_ne_zero.2 ht.ne'
  refine ⟨t⁻¹ • ψ, ?_, ?_⟩
  · rw [star_smul, star_trivial, smul_dotProduct, dotProduct_smul, hN, ← hts,
      Complex.real_smul, Complex.real_smul]
    push_cast
    field_simp
  · rw [Matrix.mulVec_smul, h, smul_comm]

/-- Variational principle: the expectation value of a Hermitian matrix in a normalized
state is at least its ground energy. -/
theorem groundEnergy_le_expect {A : Matrix n n ℂ} (hA : A.IsHermitian) {ψ : n → ℂ}
    (hψ : star ψ ⬝ᵥ ψ = 1) : groundEnergy A ≤ expect A ψ := by
  have hB : (A - (groundEnergy A : ℂ) • (1 : Matrix n n ℂ)).IsHermitian := by
    refine hA.sub ?_
    simp [Matrix.IsHermitian, Matrix.conjTranspose_smul]
  -- measured from the ground energy, no eigenvalue is negative
  have hP := hB.posSemidef_iff_eigenvalues_nonneg.2 (fun i => by
    obtain ⟨φ, h0, h⟩ := eigenvalue_mem hB i
    rw [Matrix.sub_mulVec, Matrix.smul_mulVec, Matrix.one_mulVec, sub_eq_iff_eq_add] at h
    have hm : hB.eigenvalues i + groundEnergy A ∈ energies A :=
      ⟨φ, h0, by rw [h, Complex.ofReal_add, add_smul]⟩
    have hle := (groundEnergy_isLeast hA).2 hm
    change (0 : ℝ) ≤ hB.eigenvalues i
    linarith)
  have h := hP.dotProduct_mulVec_nonneg ψ
  rw [Matrix.sub_mulVec, Matrix.smul_mulVec, Matrix.one_mulVec, dotProduct_sub,
    dotProduct_smul, hψ] at h
  have h2 := (Complex.le_def.1 h).1
  simp only [Complex.zero_re, Complex.sub_re, smul_eq_mul, mul_one,
    Complex.ofReal_re] at h2
  unfold expect
  linarith

/-- For Hermitian `A` and `B`, the ground energy of `A + B` is at least the sum of the
ground energies, and at most that of `A` minus that of `-B`. -/
theorem groundEnergy_add_bounds {A B : Matrix n n ℂ} (hA : A.IsHermitian)
    (hB : B.IsHermitian) :
    groundEnergy A + groundEnergy B ≤ groundEnergy (A + B) ∧
      groundEnergy (A + B) ≤ groundEnergy A - groundEnergy (-B) := by
  have key : ∀ {C D : Matrix n n ℂ}, C.IsHermitian → D.IsHermitian →
      groundEnergy C + groundEnergy D ≤ groundEnergy (C + D) := by
    intro C D hC hD
    obtain ⟨ψ, hψ⟩ := exists_groundState (hC.add hD)
    rw [← expect_ground hψ, expect_add]
    exact add_le_add (groundEnergy_le_expect hC hψ.1) (groundEnergy_le_expect hD hψ.1)
  refine ⟨key hA hB, ?_⟩
  have h := key (hA.add hB) hB.neg
  rw [add_neg_cancel_right] at h
  linarith

/-- Multiplying a Hermitian matrix by `r ≥ 0` multiplies its ground energy by `r`. -/
theorem groundEnergy_smul {A : Matrix n n ℂ} (hA : A.IsHermitian) {r : ℝ} (hr : 0 ≤ r) :
    groundEnergy (r • A) = r * groundEnergy A := by
  obtain ⟨ψ, hψ⟩ := exists_groundState hA
  obtain ⟨φ, hφ⟩ := exists_groundState (herm_smul hA r)
  apply le_antisymm
  · rw [← expect_ground hψ, ← expect_smul]
    exact groundEnergy_le_expect (herm_smul hA r) hψ.1
  · rw [← expect_ground hφ, expect_smul]
    exact mul_le_mul_of_nonneg_left (groundEnergy_le_expect hA hφ.1) hr

private lemma coupling_bounds {T V : Matrix n n ℂ} (hT : T.IsHermitian)
    (hV : V.IsHermitian) {r : ℝ} (hr : 0 ≤ r) :
    groundEnergy T + r * groundEnergy V ≤ groundEnergy (T + r • V) ∧
      groundEnergy (T + r • V) ≤ groundEnergy T + r * (-groundEnergy (-V)) := by
  have h := groundEnergy_add_bounds hT (herm_smul hV r)
  rw [← smul_neg, groundEnergy_smul hV hr, groundEnergy_smul hV.neg hr] at h
  exact ⟨h.1, by linarith [h.2]⟩

/-- Dense limit: for Hermitian `T` and `V`, the ground energy of `T + r V` tends to that
of `T` as `r → 0+`. -/
theorem tendsto_dense {T V : Matrix n n ℂ} (hT : T.IsHermitian) (hV : V.IsHermitian) :
    Tendsto (fun r : ℝ => groundEnergy (T + r • V)) (𝓝[>] 0) (𝓝 (groundEnergy T)) := by
  have lim : ∀ b : ℝ, Tendsto (fun r : ℝ => groundEnergy T + r * b) (𝓝[>] 0)
      (𝓝 (groundEnergy T)) := fun b => by
    have hc : Continuous fun r : ℝ => groundEnergy T + r * b := by fun_prop
    exact (hc.tendsto' 0 _ (by simp)).mono_left nhdsWithin_le_nhds
  refine tendsto_of_tendsto_of_tendsto_of_le_of_le' (lim (groundEnergy V))
    (lim (-groundEnergy (-V))) ?_ ?_
  · filter_upwards [self_mem_nhdsWithin] with r hr
    exact (coupling_bounds hT hV (le_of_lt hr)).1
  · filter_upwards [self_mem_nhdsWithin] with r hr
    exact (coupling_bounds hT hV (le_of_lt hr)).2

/-- Dilute limit: for Hermitian `T` and `V`, the ground energy of `T + r V` divided by `r`
tends to the ground energy of `V` as `r → ∞`. -/
theorem tendsto_dilute {T V : Matrix n n ℂ} (hT : T.IsHermitian) (hV : V.IsHermitian) :
    Tendsto (fun r : ℝ => groundEnergy (T + r • V) / r) atTop (𝓝 (groundEnergy V)) := by
  -- the dense limit with `T` and `V` exchanged and coupling `1 / r`
  refine ((tendsto_dense hV hT).comp tendsto_inv_atTop_nhdsGT_zero).congr' ?_
  filter_upwards [eventually_gt_atTop (0 : ℝ)] with r hr
  have h : V + r⁻¹ • T = r⁻¹ • (T + r • V) := by
    rw [smul_add, smul_smul, inv_mul_cancel₀ hr.ne', one_smul, add_comm]
  change groundEnergy (V + r⁻¹ • T) = _
  rw [h, groundEnergy_smul (hT.add (herm_smul hV r)) (inv_nonneg.2 hr.le), div_eq_inv_mul]

/-- For Hermitian `T`, `V` and `r ≥ 0`, the expectation value of `T` in a ground state of
`T + r V` exceeds the ground energy of `T` by at most `r` times the spectral width of `V`. -/
theorem groundState_kinetic {T V : Matrix n n ℂ} (hT : T.IsHermitian)
    (hV : V.IsHermitian) {r : ℝ} (hr : 0 ≤ r) {ψ : n → ℂ}
    (hψ : IsGroundState (T + r • V) ψ) :
    expect T ψ ≤ groundEnergy T + r * spectralWidth V := by
  have h1 := expect_ground hψ
  rw [expect_add, expect_smul] at h1
  have h2 := (coupling_bounds hT hV hr).2
  have h3 := mul_le_mul_of_nonneg_left (groundEnergy_le_expect hV hψ.1) hr
  unfold spectralWidth
  linarith

/-- For Hermitian `T`, `V` and `r > 0`, the expectation value of `V` in a ground state of
`T + r V` exceeds the ground energy of `V` by at most the spectral width of `T` over `r`. -/
theorem groundState_interaction {T V : Matrix n n ℂ} (hT : T.IsHermitian)
    (hV : V.IsHermitian) {r : ℝ} (hr : 0 < r) {ψ : n → ℂ}
    (hψ : IsGroundState (T + r • V) ψ) :
    expect V ψ ≤ groundEnergy V + spectralWidth T / r := by
  have h1 := expect_ground hψ
  rw [expect_add, expect_smul] at h1
  have h2 := (groundEnergy_add_bounds (herm_smul hV r) hT).2
  rw [groundEnergy_smul hV hr.le, add_comm (r • V) T] at h2
  have h3 := groundEnergy_le_expect hT hψ.1
  rw [← sub_le_iff_le_add', le_div_iff₀ hr]
  unfold spectralWidth
  linarith

end

end JelliumCouplingLimits
```

```lean
#print axioms JelliumCouplingLimits.groundEnergy_smul
#print axioms JelliumCouplingLimits.tendsto_dilute
#print axioms JelliumCouplingLimits.groundState_kinetic
#print axioms JelliumCouplingLimits.groundState_interaction
```

```
'JelliumCouplingLimits.groundEnergy_smul' depends on axioms: [propext, Classical.choice, Quot.sound]
'JelliumCouplingLimits.tendsto_dilute' depends on axioms: [propext, Classical.choice, Quot.sound]
'JelliumCouplingLimits.groundState_kinetic' depends on axioms: [propext, Classical.choice, Quot.sound]
'JelliumCouplingLimits.groundState_interaction' depends on axioms: [propext, Classical.choice, Quot.sound]
```

The type `n` labels the basis states; for electrons these would be antisymmetrized many-particle states. It is finite, and nonempty wherever a least eigenvalue is needed. `energies A` is the set of real $e$ with $A\psi=e\psi$ for some nonzero $\psi$, and `groundEnergy A` is its infimum. For Hermitian `A`, `groundEnergy_isLeast` proves that this infimum is itself an eigenvalue, so it is $E(A)$.

`expect A ψ` is the real part of $\langle\psi,A\psi\rangle$, with the conjugate on the left factor. `IsGroundState A ψ` requires $\langle\psi,\psi\rangle=1$ and the eigenvalue equation at the ground energy, so any vector of a degenerate ground level qualifies once normalized. `spectralWidth` is $W$. The hypotheses `T.IsHermitian` and `V.IsHermitian` express that both energies are observables.

`tendsto_dense` and `tendsto_dilute` are the two limits; `𝓝[>] 0` means that $r$ approaches zero from above, and `atTop` that it grows without bound. `groundState_kinetic` and `groundState_interaction` are the two expectation-value bounds.

## How the lemmas carry the argument

`groundEnergy_isLeast` shows that every energy is among the finitely many eigenvalues that Mathlib attaches to a Hermitian matrix, while `eigenvalue_mem` supplies at least one energy. A finite nonempty set of reals contains its infimum. `exists_groundState` then divides an eigenvector by its norm `t`.

`groundEnergy_le_expect` is the variational principle. In place of the expansion in eigenvectors, it shows that $A-E(A)$ has no negative eigenvalue, since adding $E(A)$ to any of its eigenvalues gives an energy of $A$. Mathlib's criterion then makes the shifted matrix positive semidefinite.

In `groundEnergy_add_bounds`, the local statement `key` is the lower bound for sums; it is used once for `A` and `B` and once for `A + B` and `-B`. `groundEnergy_smul` uses the two trial states of the scaling step. `coupling_bounds` combines these results into the linear bounds in $r$, and `tendsto_dense` squeezes the energy between them. `tendsto_dilute` composes the exchanged dense limit with $r\mapsto r^{-1}$ and rewrites the matrix for $r>0$.

The last two theorems split the ground energy into its two expectation values with `expect_ground`, `expect_add` and `expect_smul`. `linarith` then combines the inequalities as in the derivation.

## Finite bases, Hermitian input and computed eigenvectors

The theorems hold for every pair of Hermitian matrices of equal nonzero finite size. Nothing in them refers to the Coulomb interaction, the neutralizing background or antisymmetry, so a code with wrong but Hermitian matrix elements can pass every check above.

The size is fixed while $r$ varies. The dilute limit is therefore the lowest interaction energy within the chosen basis, which need not be close to that of the continuum gas. Enlarging the plane-wave set never lowers $W(T)$ and can raise it, so the excess of $\langle V\rangle$ over $E(V)$ that the bound allows at a given $r$ can grow. The theorems do not address the limits of infinite basis or infinite particle number, and they bound expectation values without claiming that the ground-state vectors converge.

They also concern true eigenvalues and eigenvectors. An iterative solver that settles on an excited state, or stops early, does not supply the `IsGroundState` hypothesis.

Hermiticity matters for the limits. The following pair is an algebraic toy, not a jellium model: even with its sign error corrected, $T$ would have the eigenvalue $-1$, which no kinetic energy has. Suppose that a code fills the lower triangle of $T$ with the wrong sign:

$$T=\begin{pmatrix}0&1&0\\-1&0&0\\0&0&0\end{pmatrix},\qquad V=\begin{pmatrix}0&0&0\\0&0&0\\0&0&1\end{pmatrix}.$$

For $r>0$ the eigenvalues of $T+rV$ are $\pm i$ and $r$. The least real eigenvalue is $r$, so its ratio to $r$ is always $1$, whereas the least eigenvalue of $V$ is $0$. The dilute limit fails although $V$ is Hermitian. The example shows that some condition on $T$ is needed to keep complex eigenvalues out of the spectrum of $T+rV$; it does not show that this condition has to be Hermiticity. A solver that reads only one triangle of the matrix would not reveal the error, so $T$ and $V$ should be tested for Hermiticity before the scan.
